# The determinant of 1 − χ₀(iu)K as a ratio of determinants in squared excitation energies

A finite set of independent excitations with positive bare energies dᵢ has the diagonal response χ₀(iu), with entries −2dᵢ/(u² + dᵢ²), at imaginary frequency iu. An arbitrary real matrix K couples them, and the matrix of squared energies becomes M = D² + (2D)^{1/2} K (2D)^{1/2}, where D is the diagonal matrix of the dᵢ. The theorem `det_dielectric` states that det(1 − χ₀(iu)K), multiplied by the product of all u² + dᵢ², equals det(u² + M) for every real u. The attempt writes 1 − χ₀K as 1 + SY, with S = (2D)^{1/2}, and u² + M as a diagonal matrix times 1 + YS, and then uses det(1 + SY) = det(1 + YS).

Lean 4 with Mathlib refuses this proof:

```lean
import Mathlib

open MeasureTheory Filter Topology Matrix

namespace DetDielectric

noncomputable section

variable {n : Type*} [Fintype n] [DecidableEq n]

/-- Response of independent excitations of energies `d i` at imaginary frequency `iu`,
defined where every `u ^ 2 + d i ^ 2` is nonzero. -/
def chi0 (d : n → ℝ) (u : ℝ) : Matrix n n ℝ :=
  diagonal fun i => -(2 * d i / (u ^ 2 + d i ^ 2))

/-- The matrix of squared excitation energies when excitations of nonnegative bare energies
`d i` are coupled by `K`. -/
def squaredModes (d : n → ℝ) (K : Matrix n n ℝ) : Matrix n n ℝ :=
  diagonal (fun i => d i ^ 2) +
    diagonal (fun i => √(2 * d i)) * K * diagonal (fun i => √(2 * d i))

/-- For positive bare energies, the determinant of `1 - χ₀(iu) K` times the product of the
`u² + d i²` is the determinant of the squared-energy matrix shifted by `u²`. -/
theorem det_dielectric {d : n → ℝ} (hd : ∀ i, 0 < d i) (K : Matrix n n ℝ) (u : ℝ) :
    (∏ i, (u ^ 2 + d i ^ 2)) * (1 - chi0 d u * K).det =
      (diagonal (fun _ => u ^ 2) + squaredModes d K).det := by
  have hne (i : n) : u ^ 2 + d i ^ 2 ≠ 0 := by
    have := hd i
    positivity
  let S : Matrix n n ℝ := diagonal fun i => √(2 * d i)
  let Y : Matrix n n ℝ := diagonal (fun i => √(2 * d i) / (u ^ 2 + d i ^ 2)) * K
  have h1 : 1 - chi0 d u * K = 1 + S * Y := by
    ext i j
    have hs : √(2 * d i) * √(2 * d i) = 2 * d i :=
      Real.mul_self_sqrt (by linarith [hd i])
    simp only [S, Y, chi0, Matrix.sub_apply, Matrix.add_apply, Matrix.diagonal_mul]
    rw [← hs]
    ring
  have h2 : diagonal (fun _ => u ^ 2) + squaredModes d K =
      diagonal (fun i => u ^ 2 + d i ^ 2) * (1 + Y * S) := by
    ext i j
    have hi := hne i
    simp only [S, Y, squaredModes, Matrix.add_apply, Matrix.diagonal_mul, Matrix.mul_diagonal]
    by_cases hij : i = j
    · subst hij
      simp only [Matrix.diagonal_apply_eq, Matrix.one_apply_eq]
      field_simp <;> ring
    · simp only [Matrix.diagonal_apply_ne _ hij, Matrix.one_apply_ne hij]
      field_simp <;> ring
  -- exchange the factors inside the determinant
  rw [h1, h2, Matrix.det_mul, Matrix.det_diagonal, Matrix.det_one_add_mul_comm]

end

end DetDielectric
```

Compiling this gives:

```
Try this:
  [apply] ring_nf
  
  The `ring` tactic failed to close the goal. Use `ring_nf` to obtain a normal form.
    
  Note that `ring` works primarily in *commutative* rings. If you have a noncommutative ring, abelian group or module, consider using `noncomm_ring`, `abel` or `module` instead.
Main.lean:32:44: error: unsolved goals
n : Type u_1
inst✝¹ : Fintype n
inst✝ : DecidableEq n
d : n → ℝ
hd : ∀ (i : n), 0 < d i
K : Matrix n n ℝ
u : ℝ
hne : ∀ (i : n), u ^ 2 + d i ^ 2 ≠ 0
S : Matrix n n ℝ := diagonal fun i => √(2 * d i)
Y : Matrix n n ℝ := (diagonal fun i => √(2 * d i) / (u ^ 2 + d i ^ 2)) * K
i j : n
hs : √(2 * d i) * √(2 * d i) = 2 * d i
⊢ 1 i j + √(d i * 2) ^ 2 * (d i ^ 2 + u ^ 2)⁻¹ * K i j = 1 i j + (d i ^ 2 + u ^ 2)⁻¹ * K i j * √(√(d i * 2) ^ 2) ^ 2
```

As a diff, the version that Lean accepts:

```diff
@@ -35,6 +35,5 @@
       Real.mul_self_sqrt (by linarith [hd i])
     simp only [S, Y, chi0, Matrix.sub_apply, Matrix.add_apply, Matrix.diagonal_mul]
-    rw [← hs]
-    ring
+    linear_combination (-(K i j / (u ^ 2 + d i ^ 2))) * hs
   have h2 : diagonal (fun _ => u ^ 2) + squaredModes d K =
       diagonal (fun i => u ^ 2 + d i ^ 2) * (1 + Y * S) := by
@@ -45,7 +44,9 @@
     · subst hij
       simp only [Matrix.diagonal_apply_eq, Matrix.one_apply_eq]
-      field_simp <;> ring
+      field_simp
+      ring
     · simp only [Matrix.diagonal_apply_ne _ hij, Matrix.one_apply_ne hij]
-      field_simp <;> ring
+      field_simp
+      ring
   -- exchange the factors inside the determinant
   rw [h1, h2, Matrix.det_mul, Matrix.det_diagonal, Matrix.det_one_add_mul_comm]
```

The error lies in `h1`, the entrywise proof that 1 − χ₀K = 1 + SY. There `rw [← hs]` was meant to turn the `2 * d i` of the response into a product of two square roots. But `rw` replaces every instance of the pattern it finds, and `2 * d i` also stands under the square roots on the right-hand side. These became roots of a product of roots, which the remaining goal shows as `√(√(d i * 2) ^ 2) ^ 2`. `ring` does not know that squaring undoes a square root, so it could not close the goal; the "Try this" message reports that failure, and the error shows the goal left over.

The repair rewrites nothing. `linear_combination` subtracts `hs`, multiplied by `-(K i j / (u ^ 2 + d i ^ 2))`, from the goal. This accounts exactly for the difference between the two sides, and what remains is an identity `ring` can check with `√(2 * d i)` left whole.

Putting `field_simp` and `ring` on separate lines in `h2` is mere tidying; no message concerns those lines.
